# The displacement of a clamped uniform chain of N masses, loaded on its first mass, lies in no Krylov space before the N-th

A row of \(N\) equal masses is joined by equal springs, and the two outer springs are fixed to walls. A constant force pushes the first mass along the row. Once everything is at rest, how far has each mass moved, and how many steps does an iterative solver need to find out?

Number the masses \(i=0,\dots,N-1\) and measure the displacements \(u_i\) in units of force over spring constant. Force balance reads

\[
2u_i-u_{i-1}-u_{i+1}=f_i ,
\]

where walls do not move and \(f\) is \(1\) on the first mass and \(0\) elsewhere. In matrix form this is \(Au=e_1\). The load keeps its textbook name \(e_1\), although its site has the number \(0\) here and in the code.

Conjugate gradients and MINRES, started from zero and without a preconditioner, build their \(n\)-th iterate inside the Krylov space

\[
K_n=\operatorname{span}\{e_1,Ae_1,\dots,A^{n-1}e_1\}.
\]

If \(u\notin K_n\), they cannot have finished after \(n\) steps. That the iterates lie in \(K_n\) is a property of the algorithms and is taken from them; the Lean development describes the spaces and contains no solver.

```lean
import Mathlib

open Matrix

namespace KrylovChain

noncomputable section

variable {N : ℕ}
```

## The chain, the load and the Krylov space

The matrix has \(2\) on the diagonal and \(-1\) between neighbours. Its index type `Fin N` holds the numbers \(0,\dots,N-1\), and its entries are real. The name `laplacian` follows the positive sign convention: this is minus the second difference, at unit spacing.

```lean
/-- The tridiagonal matrix of a chain of `N` sites, with diagonal `2` and off-diagonals `-1`. -/
def laplacian (N : ℕ) : Matrix (Fin N) (Fin N) ℝ :=
  Matrix.of fun i j =>
    if (i : ℕ) = j then 2 else if (i : ℕ) + 1 = j ∨ (j : ℕ) + 1 = i then -1 else 0
```

The load \(e_1\) is `site N 0`.

```lean
/-- The vector that is `1` at site `k` and `0` elsewhere, with sites counted from `0`. -/
def site (N k : ℕ) : Fin N → ℝ := fun j => if (j : ℕ) = k then 1 else 0
```

With no force on the other masses, the displacement should fall linearly to zero at the far wall. The candidate is

\[
u_i=1-\frac{i+1}{N+1}.
\]

```lean
/-- The linear profile `1 - j/(N+1)`, where `j = 1, ..., N` is the site number counted from `1`. -/
def solution (N : ℕ) : Fin N → ℝ := fun j => 1 - ((j : ℝ) + 1) / ((N : ℝ) + 1)
```

The Krylov space is defined for any real square matrix and any source, as the linear span of the vectors \(A^kb\) with \(k<n\). For \(n=0\) it contains only the zero vector.

```lean
/-- The `n`-th Krylov space of `A` and `b`, spanned by `b, A b, ..., A^(n-1) b`. -/
def krylov (A : Matrix (Fin N) (Fin N) ℝ) (b : Fin N → ℝ) (n : ℕ) :
    Submodule ℝ (Fin N → ℝ) :=
  Submodule.span ℝ {x | ∃ k < n, x = (A ^ k) *ᵥ b}
```

## The linear profile balances the forces

Let \(g\) be a function on the positions \(0,\dots,N+1\), with the walls at both ends, so that mass \(i\) sits at position \(i+1\). Suppose \(g(N+1)=0\). In the interior, \(A\) gives \(2g(i+1)-g(i)-g(i+2)\). The first row has no left neighbour, so it lacks the term \(-g(0)\), and the formula cancels that term by adding \(g(0)\). The last row lacks \(-g(N+1)\), which is zero anyway. Hence

\[
(Ag)_i=2g(i+1)-g(i)-g(i+2)+g(0)\,\delta_{i0}.
\]

The proof splits each row sum into diagonal, upper and lower parts, each of which contributes at most one term.

```lean
/-- On samples of a function `g` that vanishes at the right boundary point `N+1`, the matrix acts
as minus the second difference, plus the left boundary value `g 0` at the first site. -/
theorem laplacian_mulVec (g : ℕ → ℝ) (hN : g (N + 1) = 0) (i : Fin N) :
    (laplacian N *ᵥ fun j : Fin N => g (j + 1)) i
      = 2 * g (i + 1) - g i - g (i + 2) + g 0 * site N 0 i := by
  -- split the row into its diagonal, upper and lower parts
  have hs : (laplacian N *ᵥ fun j : Fin N => g (j + 1)) i
      = ∑ j ∈ Finset.range N, ((if j = (i : ℕ) then 2 * g (j + 1) else 0)
        - (if j = (i : ℕ) + 1 then g (j + 1) else 0)
        - (if j + 1 = (i : ℕ) then g (j + 1) else 0)) := by
    rw [Finset.sum_range]
    simp only [Matrix.mulVec, dotProduct]
    refine Finset.sum_congr rfl fun j _ => ?_
    simp only [laplacian, Matrix.of_apply]
    split_ifs <;> first | (exfalso; omega) | ring
  have h1 : ∀ m < N, ∑ j ∈ Finset.range N, (if j = m then 2 * g (j + 1) else 0)
      = 2 * g (m + 1) := by
    intro m hm
    rw [Finset.sum_ite_eq', if_pos (Finset.mem_range.mpr hm)]
  have h2 : ∀ m < N, ∑ j ∈ Finset.range N, (if j = m + 1 then g (j + 1) else 0)
      = g (m + 2) := by
    intro m hm
    rw [Finset.sum_ite_eq']
    split_ifs with h
    · rfl
    · have e : m + 2 = N + 1 := by
        rw [Finset.mem_range] at h
        omega
      rw [e, hN]
  have h3 : ∀ m < N, ∑ j ∈ Finset.range N, (if j + 1 = m then g (j + 1) else 0)
      = g m - g 0 * (if m = 0 then 1 else 0) := by
    intro m hm
    cases m with
    | zero => simp
    | succ m => simp [show m < N by omega]
  rw [hs, Finset.sum_sub_distrib, Finset.sum_sub_distrib, h1 i i.2, h2 i i.2, h3 i i.2]
  simp only [site]
  ring
```

Now take \(g(k)=1-k/(N+1)\). Its second difference vanishes, \(g(N+1)=0\) and \(g(0)=1\), so only \(\delta_{i0}\) remains and \(Au=e_1\).

```lean
/-- The linear profile solves `A u = e_1`. -/
theorem solution_solves : laplacian N *ᵥ solution N = site N 0 := by
  have hN : (N : ℝ) + 1 ≠ 0 := by positivity
  have e : solution N = fun j : Fin N => 1 - (((j : ℕ) + 1 : ℕ) : ℝ) / ((N : ℝ) + 1) := by
    funext j
    simp [solution]
  funext i
  rw [e]
  refine (laplacian_mulVec (fun k => 1 - (k : ℝ) / ((N : ℝ) + 1)) ?_ i).trans ?_
  · simp only [Nat.cast_add, Nat.cast_one]
    rw [div_self hN, sub_self]
  · push_cast
    ring
```

There is no other solution. If \(Ax=e_1\), then \(d=x-u\) satisfies \(Ad=0\). Extend \(d\) by zero to both walls and call the result \(g\). Then

\[
g(i+2)=2g(i+1)-g(i),\qquad g(0)=0,
\]

which gives \(g(k)=k\,g(1)\) by induction. At the far wall \(0=g(N+1)=(N+1)g(1)\), so \(g(1)=0\) and \(d=0\). In Lean the induction `lin` carries the formula for two successive positions, because the recurrence needs both.

```lean
/-- Every solution of `A x = e_1` is the linear profile. -/
theorem solution_unique (x : Fin N → ℝ) (hx : laplacian N *ᵥ x = site N 0) :
    x = solution N := by
  have hA : laplacian N *ᵥ (x - solution N) = 0 := by
    rw [Matrix.mulVec_sub, hx, solution_solves, sub_self]
  -- extend the difference by zero to both boundary points
  obtain ⟨g, hg0, hgN, hy⟩ : ∃ g : ℕ → ℝ, g 0 = 0 ∧ g (N + 1) = 0 ∧
      x - solution N = fun j : Fin N => g (j + 1) := by
    refine ⟨fun k => if h : k - 1 < N ∧ k ≠ 0 then (x - solution N) ⟨k - 1, h.1⟩ else 0,
      by simp, by simp, ?_⟩
    funext j
    simp
  rw [hy] at hA
  have hrec : ∀ i < N, g (i + 2) = 2 * g (i + 1) - g i := by
    intro i hi
    have h := laplacian_mulVec g hgN ⟨i, hi⟩
    rw [hA, hg0] at h
    simp only [Pi.zero_apply, zero_mul, add_zero] at h
    linarith
  -- the recurrence forces linear growth, which the right boundary forbids
  have lin : ∀ k : ℕ, k ≤ N → g k = k * g 1 ∧ g (k + 1) = ((k : ℝ) + 1) * g 1 := by
    intro k
    induction k with
    | zero => intro _; simp [hg0]
    | succ k ih =>
      intro hk
      obtain ⟨a, b⟩ := ih (by omega)
      have h : g (k + 1 + 1) = 2 * g (k + 1) - g k := hrec k (by omega)
      refine ⟨by push_cast; exact b, ?_⟩
      push_cast
      linear_combination h + 2 * b - a
  have hg1 : g 1 = 0 := by
    have h := (lin N le_rfl).2
    rw [hgN] at h
    have hN : (N : ℝ) + 1 ≠ 0 := by positivity
    exact (mul_eq_zero.mp h.symm).resolve_left hN
  refine sub_eq_zero.mp (hy.trans ?_)
  funext j
  change g (j + 1) = 0
  rw [(lin j j.2.le).2, hg1, mul_zero]
```

## The load spreads by one site per multiplication

Row \(i\) of \(A\) has no entry in a column \(j\) with \(j+1<i\).

```lean
/-- The matrix does not couple a site to sites more than one place to its left. -/
theorem laplacian_far (i j : Fin N) (h : (j : ℕ) + 1 < i) : laplacian N i j = 0 := by
  simp only [laplacian, Matrix.of_apply]
  rw [if_neg, if_neg] <;> omega
```

Therefore \((A^ke_1)_j=0\) for \(j>k\). This holds for \(k=0\). For the next power, write

\[
(A^{k+1}e_1)_j=\sum_l A_{jl}\,(A^ke_1)_l,\qquad j>k+1 .
\]

If \(l>k\), the second factor vanishes by induction; if \(l\le k\), then \(l+1<j\) and the first factor vanishes. The proof makes the same case distinction for every term.

```lean
/-- After `k` applications of the matrix, the source `e_1` has not spread beyond site `k`
(sites counted from `0`). -/
theorem pow_beyond (k : ℕ) (j : Fin N) (h : k < j) :
    ((laplacian N ^ k) *ᵥ site N 0) j = 0 := by
  induction k generalizing j with
  | zero =>
    rw [pow_zero, Matrix.one_mulVec]
    change (if (j : ℕ) = 0 then (1 : ℝ) else 0) = 0
    exact if_neg (by omega)
  | succ k ih =>
    rw [pow_succ', ← Matrix.mulVec_mulVec]
    change ∑ l, laplacian N j l * ((laplacian N ^ k) *ᵥ site N 0) l = 0
    refine Finset.sum_eq_zero fun l _ => ?_
    rcases lt_or_ge k (l : ℕ) with hl | hl
    · rw [ih l hl, mul_zero]
    · rw [laplacian_far j l (by omega), zero_mul]
```

At the front itself the entry is not zero. In the sum for \(j=k+1\), the terms with \(l>k\) vanish as before, and those with \(l<k\) are too far to the left. Only \(l=k\) survives:

\[
(A^{k+1}e_1)_{k+1}=(-1)\,(A^ke_1)_k ,
\]

so \((A^ke_1)_k=(-1)^k\) as long as site \(k\) exists. `Finset.sum_eq_single` isolates this one term.

```lean
/-- At site `k` (counted from `0`) the vector `A^k e_1` has the entry `(-1)^k`. -/
theorem pow_front (k : ℕ) (j : Fin N) (h : (j : ℕ) = k) :
    ((laplacian N ^ k) *ᵥ site N 0) j = (-1) ^ k := by
  induction k generalizing j with
  | zero =>
    rw [pow_zero, Matrix.one_mulVec, pow_zero]
    exact if_pos h
  | succ k ih =>
    have hk : k < N := by have := j.2; omega
    have hA : laplacian N j ⟨k, hk⟩ = -1 := by
      simp only [laplacian, Matrix.of_apply]
      rw [if_neg, if_pos] <;> omega
    rw [pow_succ', ← Matrix.mulVec_mulVec]
    change ∑ l, laplacian N j l * ((laplacian N ^ k) *ᵥ site N 0) l = (-1) ^ (k + 1)
    -- only the left neighbour feeds the front
    rw [Finset.sum_eq_single (⟨k, hk⟩ : Fin N)]
    · rw [ih _ rfl, hA]
      ring
    · intro l _ hl
      have hne : (l : ℕ) ≠ k := fun e => hl (Fin.ext e)
      rcases lt_or_ge k (l : ℕ) with h' | h'
      · rw [pow_beyond k l h', mul_zero]
      · rw [laplacian_far j l (by omega), zero_mul]
    · intro h'
      exact absurd (Finset.mem_univ _) h'
```

These two facts determine the Krylov space completely:

\[
x\in K_n\iff x_j=0\ \text{for all } j\ge n .
\]

From left to right, every spanning vector \(A^ke_1\) with \(k<n\) vanishes from site \(n\) on, and so do linear combinations. From right to left, use induction on \(n\). For \(n=0\) the vector \(x\) vanishes everywhere, and zero lies in \(K_0\). For the step, let \(x\) vanish from site \(n+1\) on, with \(n<N\), and form

\[
y=x-x_n(-1)^nA^ne_1 .
\]

Then \(y_n=x_n-x_n(-1)^n(-1)^n=0\), and \(y\) also vanishes beyond \(n\). By induction \(y\in K_n\subseteq K_{n+1}\), and adding back the multiple of \(A^ne_1\) gives \(x\in K_{n+1}\). If \(n\ge N\), there is no site \(n\) to clear, and \(x\) is already in \(K_n\).

```lean
/-- The `n`-th Krylov space of the source `e_1` consists of exactly those vectors that vanish
outside the first `n` sites. -/
theorem mem_krylov_iff (n : ℕ) (x : Fin N → ℝ) :
    x ∈ krylov (laplacian N) (site N 0) n ↔ ∀ j : Fin N, n ≤ j → x j = 0 := by
  constructor
  · intro hx
    refine Submodule.span_induction (p := fun x _ => ∀ j : Fin N, n ≤ j → x j = 0)
      ?_ ?_ ?_ ?_ hx
    · rintro y ⟨k, hk, rfl⟩ j hj
      exact pow_beyond k j (by omega)
    · intro j _
      rfl
    · intro y z _ _ hy hz j hj
      rw [Pi.add_apply, hy j hj, hz j hj, add_zero]
    · intro a y _ hy j hj
      rw [Pi.smul_apply, hy j hj, smul_zero]
  · induction n generalizing x with
    | zero =>
      intro hx
      have h0 : x = 0 := funext fun j => hx j (Nat.zero_le _)
      rw [h0]
      exact Submodule.zero_mem _
    | succ n ih =>
      intro hx
      have mono : krylov (laplacian N) (site N 0) n ≤ krylov (laplacian N) (site N 0) (n + 1) :=
        Submodule.span_mono fun y ⟨k, hk, e⟩ => ⟨k, by omega, e⟩
      by_cases hn : n < N
      · have hv : (laplacian N ^ n) *ᵥ site N 0 ∈ krylov (laplacian N) (site N 0) (n + 1) :=
          Submodule.subset_span ⟨n, by omega, rfl⟩
        -- remove the entry at the front with a multiple of `A^n e_1`
        have h : x - (x ⟨n, hn⟩ * (-1) ^ n) • ((laplacian N ^ n) *ᵥ site N 0)
            ∈ krylov (laplacian N) (site N 0) n := by
          refine ih _ fun j hj => ?_
          simp only [Pi.sub_apply, Pi.smul_apply, smul_eq_mul]
          rcases hj.eq_or_lt with e | l
          · have hs : (-1 : ℝ) ^ n * (-1) ^ n = 1 := by
              rw [← mul_pow]
              norm_num
            rw [pow_front n j e.symm, show (⟨n, hn⟩ : Fin N) = j from Fin.ext e]
            linear_combination (-x j) * hs
          · rw [pow_beyond n j l, hx j l]
            ring
        have h' := Submodule.add_mem _ (mono h)
          (Submodule.smul_mem _ (x ⟨n, hn⟩ * (-1) ^ n) hv)
        rwa [sub_add_cancel] at h'
      · exact mono (ih x fun j hj => absurd j.2 (by omega))
```

## Every mass moves, so the solution needs all N directions

Over a common denominator the displacement is

\[
u_j=\frac{N-j}{N+1},
\]

which is positive at every site.

```lean
/-- With sites counted from `0`, the solution at site `j` is `(N - j)/(N + 1)`. -/
theorem solution_eq (j : Fin N) : solution N j = ((N : ℝ) - (j : ℕ)) / ((N : ℝ) + 1) := by
  have hN : (N : ℝ) + 1 ≠ 0 := by positivity
  have h := mul_inv_cancel₀ hN
  simp only [solution]
  linear_combination -h
```

If \(n<N\), then \(u_n>0\), whereas every vector in \(K_n\) is zero at site \(n\); so \(u\notin K_n\). If \(n\ge N\), there are no sites from \(n\) on, the condition is empty and \(u\in K_n\). The theorem states both directions: `solution N` lies in the \(n\)-th Krylov space exactly when `N ≤ n`. It holds for every natural number \(N\), trivially for the empty chain.

```lean
/-- The solution of `A u = e_1` lies in the span of `e_1, A e_1, ..., A^(n-1) e_1` if and only if
`n` is at least the number `N` of sites. -/
theorem solution_mem_krylov_iff (n : ℕ) :
    solution N ∈ krylov (laplacian N) (site N 0) n ↔ N ≤ n := by
  rw [mem_krylov_iff]
  constructor
  · intro h
    by_contra hn
    have hn' : n < N := by omega
    have h0 := h ⟨n, hn'⟩ le_rfl
    rw [solution_eq] at h0
    have hc : (n : ℝ) < N := by exact_mod_cast hn'
    have hp : 0 < ((N : ℝ) - n) / ((N : ℝ) + 1) := div_pos (by linarith) (by positivity)
    exact hp.ne' h0
  · intro h j hj
    exact absurd j.2 (by omega)
```

The position of the load matters. For \(N=3\) with the unit force on the middle mass, \(b=(0,1,0)\), the solution is

\[
\left(\tfrac12,1,\tfrac12\right)=2b-\tfrac12Ab ,
\]

which already lies in the second Krylov space. The statement therefore fails if the load may sit on an arbitrary site.

On the interior points of a uniform grid, the same matrix is, up to a factor, the three-point finite-difference kinetic energy of one particle in a one-dimensional box with hard walls, and the operator of a one-dimensional Poisson equation whose solution is zero at both ends. For that operator with a source at the first interior point only, conjugate gradients and MINRES, started from zero and without a preconditioner, need at least as many iterations as there are interior points to reach the exact solution.

## How close an early iterate can come

An early iterate may still be useful if its error is small enough. The error meant here is the distance to the solution, not the residual \(e_1-Ax\) that solvers usually test. For \(n<N\), every \(x\in K_n\) has \(x_n=0\), so its largest error over the sites obeys

\[
\|u-x\|_\infty\ge u_n=\frac{N-n}{N+1}.
\]

Cutting \(u\) off after its first \(n\) entries attains this value, since the remaining entries \(u_j\) with \(j\ge n\) are no larger than \(u_n\). Relative to the largest displacement \(u_0=N/(N+1)\), the best possible error is \(1-n/N\): halfway through the \(N\) steps, it is still one half.

In Lean, the norm on `Fin N → ℝ` is the maximum norm, and `IsLeast` says that the value is attained and is a lower bound. The proof gets the bound from site \(n\) alone and then checks the truncated vector site by site. The minimum is taken over the whole space \(K_n\). Conjugate gradients minimise the energy norm of the error instead, so their iterate need not be the truncated profile, but the lower bound applies to it as well.

The hypothesis `n < N` keeps the formula meaningful: at \(n=N+1\) it would give the negative number \(-1/(N+1)\) for an error, so the formula does not extend to all \(n\).

```lean
/-- For `n < N`, the smallest maximum-norm error of any vector in the `n`-th Krylov space is
`(N - n)/(N + 1)`. -/
theorem krylov_best_error (n : ℕ) (hn : n < N) :
    IsLeast ((fun x => ‖solution N - x‖) ''
      (krylov (laplacian N) (site N 0) n : Set (Fin N → ℝ)))
      (((N : ℝ) - n) / ((N : ℝ) + 1)) := by
  have hc : (n : ℝ) < N := by exact_mod_cast hn
  have hr : 0 ≤ ((N : ℝ) - n) / ((N : ℝ) + 1) := div_nonneg (by linarith) (by positivity)
  -- the first site not yet reached already carries this error
  have lower : ∀ x ∈ krylov (laplacian N) (site N 0) n,
      ((N : ℝ) - n) / ((N : ℝ) + 1) ≤ ‖solution N - x‖ := by
    intro x hx
    have h := norm_le_pi_norm (solution N - x) ⟨n, hn⟩
    rw [Pi.sub_apply, (mem_krylov_iff n x).1 hx ⟨n, hn⟩ le_rfl, sub_zero, solution_eq] at h
    exact (le_abs_self _).trans h
  constructor
  · -- truncating the solution attains the bound
    have hmem : (fun j : Fin N => if (j : ℕ) < n then solution N j else 0)
        ∈ krylov (laplacian N) (site N 0) n :=
      (mem_krylov_iff n _).2 fun j hj => if_neg (by omega)
    refine ⟨_, hmem, le_antisymm ((pi_norm_le_iff_of_nonneg hr).2 fun j => ?_) (lower _ hmem)⟩
    change ‖solution N j - (if (j : ℕ) < n then solution N j else 0)‖ ≤ _
    split_ifs with h
    · rw [sub_self, norm_zero]
      exact hr
    · have h1 : (n : ℝ) ≤ (j : ℕ) := by exact_mod_cast not_lt.mp h
      have h2 : ((j : ℕ) : ℝ) ≤ N := by exact_mod_cast j.2.le
      rw [sub_zero, solution_eq,
        Real.norm_of_nonneg (div_nonneg (by linarith) (by positivity))]
      gcongr
  · rintro _ ⟨x, hx, rfl⟩
    exact lower x hx

end

end KrylovChain
```

```lean
#print axioms KrylovChain.solution_unique
-- 'KrylovChain.solution_unique' depends on axioms: [propext, Classical.choice, Quot.sound]
#print axioms KrylovChain.mem_krylov_iff
-- 'KrylovChain.mem_krylov_iff' depends on axioms: [propext, Classical.choice, Quot.sound]
#print axioms KrylovChain.solution_mem_krylov_iff
-- 'KrylovChain.solution_mem_krylov_iff' depends on axioms: [propext, Classical.choice, Quot.sound]
#print axioms KrylovChain.krylov_best_error
-- 'KrylovChain.krylov_best_error' depends on axioms: [propext, Classical.choice, Quot.sound]
```
